# Bounded screened potentials decay exponentially when the local screening strength has a positive lower bound

Hold the surface $x=0$ of a uniform electron gas at a small static potential $u(0)$, and let the gas fill $x>0$. In linearised Thomas–Fermi theory the induced charge is proportional to $-u$, and Poisson's equation becomes $u''=\kappa^2u$, where $1/\kappa$ is the screening length. The solutions are $a\,e^{-\kappa x}+b\,e^{\kappa x}$. A potential that stays bounded has $b=0$, so $u(x)=u(0)e^{-\kappa x}$.

In a gas whose density varies with $x$, let $u$ be the small change from the equilibrium potential. The equation is then $u''=g(x)\,u$ with $g>0$, and there is in general no such closed solution. The sign of the curvature survives, however: where $u$ is positive it bends upwards, so it has no positive interior maximum. When $g$ also has a positive lower bound, the same argument, applied to the difference between $u$ and an exponential barrier, proves the following.

**Claim.** Let $\kappa>0$ and $g(x)\ge\kappa^2$ for $x>0$. Let $u$ be bounded and continuous on $[0,\infty)$, with $u''=gu$ for $x>0$. Then $|u(x)|\le|u(0)|\,e^{-\kappa x}$ for all $x\ge0$.

The function $g$ is the local squared inverse screening length, often written $k_{\rm TF}^2$. In Thomas–Fermi theory it increases with the electron density, so the lower bound says that the gas nowhere thins out below a fixed density. For a surface model of this linear, one-dimensional kind, the claim gives a depth beyond which the potential is below a chosen tolerance, without solving the equation.

## A barrier with a small growing part

Suppose first that $f$ is differentiable near a local maximum $x$ and that $f''(x)=c$ exists. Then $c\le0$. Indeed $f'(x)=0$, so if $c>0$ the second-derivative test would make $x$ a local minimum as well. Then $f$ would be constant near $x$, which gives $c=0$, a contradiction.

Now let $v$ be continuous on $[0,\infty)$ with $v\le M$ and $v(0)\le A$, where $A\ge0$, and let $v''\ge\kappa^2v$ at every $x>0$ where $v>0$. For $\varepsilon>0$ put
$$b(x)=A e^{-\kappa x}+\varepsilon e^{\kappa x},\qquad w=v-b .$$
The barrier satisfies $b''=\kappa^2b$ and $b\ge0$. Suppose $w(x_0)>0$ for some $x_0\ge0$.

- At the surface, $w(0)=v(0)-A-\varepsilon<0$.
- Choose $R\ge x_0$ with $\varepsilon\kappa R\ge|M|$. Since $e^{\kappa R}\ge1+\kappa R$, we have $w(R)\le M-\varepsilon(1+\kappa R)<0$.
- On $[0,R]$ the continuous function $w$ has a maximum at some $z$, and $w(z)\ge w(x_0)>0$. Hence $0<z<R$.
- There $v(z)>b(z)\ge0$, so $w''(z)\ge\kappa^2v(z)-\kappa^2b(z)=\kappa^2w(z)>0$, which is impossible at a maximum.

So $v\le b$ for every $\varepsilon>0$. Letting $\varepsilon\to0$ at fixed $x$ gives $v(x)\le Ae^{-\kappa x}$.

Take $A=|u(0)|$. Where $u>0$, $u''=gu\ge\kappa^2u$, so the comparison applies to $v=u$. It applies to $v=-u$ for the same reason, and the two bounds together are the claim.

## Positivity, ordering and a slow tail

If $u(0)\ge0$, the comparison with $v=-u$ and $A=0$ gives $u\ge0$.

Next take two profiles with $\kappa^2\le g_2\le g_1$ and bounded potentials $u_1,u_2$, where $u_1(0)\le u_2(0)$ and $u_2(0)\ge0$. Then $u_2\ge0$, and $v=u_1-u_2$ satisfies
$$v''=g_1u_1-g_2u_2=g_1v+(g_1-g_2)u_2\ge\kappa^2v\quad\text{where }v>0 .$$
With $A=0$ this gives $u_1\le u_2$: stronger screening, smaller potential. If also $g\le K^2$ with $K\ge0$, and $u(0)\ge0$, comparing $u$ with $u(0)e^{-Kx}$ gives $u(x)\ge u(0)e^{-Kx}$.

Positivity of $g$ at each point does not suffice for exponential decay. In dimensionless units let $u=1/(1+x)$. Then $u''=2/(1+x)^3=gu$ with $g=2/(1+x)^2$. Given $\kappa>0$ and any $C$, choose $x\ge1$ with $\kappa^2x\ge4|C|$. Then
$$C(1+x)\le2|C|x\le\tfrac12\kappa^2x^2<e^{\kappa x},$$
so $Ce^{-\kappa x}<1/(1+x)$ at that $x$.

## The screened potential as a Lean structure

```lean
import Mathlib

open Set Filter Topology

namespace InhomogeneousScreening
```

`ScreenedPotential g u` collects the three conditions on the potential. `Ici 0` is the half-line $[0,\infty)$, so `cont` ties the surface value to the interior. The field `bounded` excludes the growing solution. The field `equation` supplies a first derivative `u'` whose own derivative is `g x * u x` at each $x>0$. Both functions are defined on all of $\mathbb R$, but their values at negative $x$ play no role, and continuity of $g$ is not assumed. A jump in $g$, as at a sharp interface between two layers, is nevertheless excluded wherever $u\ne0$: the equation makes $gu$ the derivative of `u'` at every $x>0$, and a derivative has no jumps.

```lean
/-- A bounded potential `u` on the half-line `x ≥ 0`, continuous up to the surface `x = 0`,
that obeys the linear screening equation `u'' = g u` for `x > 0` with local strength `g`. -/
structure ScreenedPotential (g u : ℝ → ℝ) : Prop where
  cont : ContinuousOn u (Ici 0)
  bounded : ∃ M, ∀ x, 0 ≤ x → |u x| ≤ M
  equation : ∃ u' : ℝ → ℝ, ∀ x, 0 < x →
    HasDerivAt u (u' x) x ∧ HasDerivAt u' (g x * u x) x
```

The equation itself is the physical assumption. A real electron gas responds nonlocally, and the step from its response to a local, linear law $u''=gu$ has to be justified separately.

## Curvature at a maximum

The derivative of the exponential is recorded once, for both signs of the exponent.

```lean
/-- The exponential `exp (c x)` has slope `c exp (c x)`. -/
theorem hasDerivAt_exp_mul (c x : ℝ) :
    HasDerivAt (fun y => Real.exp (c * y)) (c * Real.exp (c * x)) x :=
  (((hasDerivAt_id' x).const_mul c).exp).congr_deriv (by ring)
```

The next lemma is the statement $c\le0$. The hypothesis `h1` says that `f'` is the derivative of `f` at all points near `x`, while `h2` asks for a second derivative at `x` only.

```lean
/-- At a local maximum of a function differentiable nearby, the second derivative,
if it exists there, is not positive. -/
theorem curvature_nonpos_at_max {f f' : ℝ → ℝ} {c x : ℝ}
    (h1 : ∀ᶠ y in 𝓝 x, HasDerivAt f (f' y) y) (h2 : HasDerivAt f' c x)
    (hmax : IsLocalMax f x) : c ≤ 0 := by
  by_contra hc
  have hc' : 0 < c := not_le.mp hc
  have e : deriv f =ᶠ[𝓝 x] f' := h1.mono fun y hy => hy.deriv
  have hd : deriv (deriv f) x = c := by
    rw [e.deriv_eq]
    exact h2.deriv
  -- positive curvature would make the point a minimum too, so `f` would be locally constant
  have hmin : IsLocalMin f x := isLocalMin_of_deriv_deriv_pos
    (by rw [hd]; exact hc') hmax.deriv_eq_zero h1.self_of_nhds.continuousAt
  have a : ∀ᶠ y in 𝓝 x, f x ≤ f y := hmin
  have b : ∀ᶠ y in 𝓝 x, f y ≤ f x := hmax
  have hconst : f =ᶠ[𝓝 x] fun _ => f x := by
    filter_upwards [a, b] with y ha hb using le_antisymm hb ha
  have hz : deriv (deriv f) x = 0 := by
    rw [hconst.deriv.deriv_eq]
    simp
  linarith
```

The device that carries the argument is Mathlib's second-derivative test, `isLocalMin_of_deriv_deriv_pos`. It needs continuity at the point, a vanishing first derivative and a positive value of `deriv (deriv f) x`. It does not need a continuous second derivative, which is why continuity of $g$ does not have to be assumed.

The test speaks of `deriv`, whereas the hypotheses name the function `f'`. The bridge is the relation `=ᶠ[𝓝 x]`, equality on some neighbourhood of `x`. Equality at the single point `x` would say nothing about the next derivative, but equality nearby does, and `e.deriv_eq` turns it into `deriv (deriv f) x = c`. The same relation finishes the contradiction: `hconst` says that `f` agrees with a constant near `x`, so its second derivative there is zero.

## The comparison principle

Here `v'` and `v''` are named functions, tied to `v` by `h1` and `h2`. The curvature inequality `h3` is required only where `v` is positive.

```lean
/-- Comparison principle: let `v` be continuous and bounded above on `x ≥ 0` and twice
differentiable for `x > 0`, with `v 0 ≤ A`, `A ≥ 0`, and `v'' ≥ κ² v` wherever `v > 0` and `x > 0`,
for some `κ > 0`. Then `v` lies below `A exp (-κ x)`. -/
theorem le_exp_of_curvature {κ A M : ℝ} {v v' v'' : ℝ → ℝ} (hκ : 0 < κ) (hA : 0 ≤ A)
    (hc : ContinuousOn v (Ici 0)) (hM : ∀ x, 0 ≤ x → v x ≤ M) (h0 : v 0 ≤ A)
    (h1 : ∀ x, 0 < x → HasDerivAt v (v' x) x)
    (h2 : ∀ x, 0 < x → HasDerivAt v' (v'' x) x)
    (h3 : ∀ x, 0 < x → 0 < v x → κ ^ 2 * v x ≤ v'' x) {x : ℝ} (hx : 0 ≤ x) :
    v x ≤ A * Real.exp (-κ * x) := by
  -- a barrier with a small growing part
  have key : ∀ ε : ℝ, 0 < ε →
      v x ≤ A * Real.exp (-κ * x) + ε * Real.exp (κ * x) := by
    intro ε hε
    by_contra hcon
    have hcon' := not_le.mp hcon
    let w : ℝ → ℝ := fun y => v y - (A * Real.exp (-κ * y) + ε * Real.exp (κ * y))
    have hwx : 0 < w x := sub_pos.mpr hcon'
    obtain ⟨R, hxR, hR⟩ : ∃ R, x ≤ R ∧ |M| ≤ ε * (κ * R) := by
      have hq : 0 ≤ |M| / (ε * κ) := by positivity
      refine ⟨x + |M| / (ε * κ), by linarith, ?_⟩
      have e : ε * (κ * (x + |M| / (ε * κ))) = ε * κ * x + |M| := by
        field_simp
      have p : 0 ≤ ε * κ * x := by positivity
      linarith
    have hwR : w R < 0 := by
      have a := hM R (hx.trans hxR)
      have b := mul_le_mul_of_nonneg_left (Real.add_one_le_exp (κ * R)) hε.le
      have c := mul_nonneg hA (Real.exp_pos (-κ * R)).le
      have d := le_abs_self M
      change v R - (A * Real.exp (-κ * R) + ε * Real.exp (κ * R)) < 0
      linarith
    have hw0 : w 0 < 0 := by
      change v 0 - (A * Real.exp (-κ * 0) + ε * Real.exp (κ * 0)) < 0
      simp only [mul_zero, Real.exp_zero, mul_one]
      linarith
    have hwc : ContinuousOn w (Icc 0 R) :=
      (hc.mono Icc_subset_Ici_self).sub (Continuous.continuousOn (by fun_prop))
    obtain ⟨z, hz, hzmax⟩ := isCompact_Icc.exists_isMaxOn ⟨x, hx, hxR⟩ hwc
    have hwz : 0 < w z := lt_of_lt_of_le hwx (hzmax ⟨hx, hxR⟩)
    have hz0 : 0 < z := lt_of_le_of_ne hz.1 (by rintro rfl; linarith)
    have hzR : z < R := lt_of_le_of_ne hz.2 (by rintro rfl; linarith)
    -- the curvature at the interior maximum has the wrong sign
    have hcurv := curvature_nonpos_at_max (f := w)
      ((lt_mem_nhds hz0).mono fun y hy => (h1 y hy).fun_sub
        (((hasDerivAt_exp_mul (-κ) y).const_mul A).fun_add
          ((hasDerivAt_exp_mul κ y).const_mul ε)))
      ((h2 z hz0).fun_sub
        ((((hasDerivAt_exp_mul (-κ) z).const_mul (-κ)).const_mul A).fun_add
          (((hasDerivAt_exp_mul κ z).const_mul κ).const_mul ε)))
      (hzmax.isLocalMax (Icc_mem_nhds hz0 hzR))
    have hb : 0 ≤ A * Real.exp (-κ * z) + ε * Real.exp (κ * z) := by positivity
    have hwz' : 0 < v z - (A * Real.exp (-κ * z) + ε * Real.exp (κ * z)) := hwz
    have h4 := h3 z hz0 (by linarith)
    have h5 := mul_pos (pow_pos hκ 2) hwz'
    linarith
  -- remove the growing part
  refine le_of_forall_pos_le_add fun δ hδ => ?_
  have h := key (δ / Real.exp (κ * x)) (by positivity)
  rwa [div_mul_cancel₀ δ (Real.exp_pos (κ * x)).ne'] at h
```

The statement `key` is the bound with $\varepsilon$ still present. Within it, `hw0` and `hwR` give the negative end values, `exists_isMaxOn` supplies the maximum `z` on the compact interval, and `hz0` and `hzR` place it in the interior. Then `hcurv` says that $w''(z)\le0$, while `h4` and `h5` give the opposite sign. In the last lines $\varepsilon=\delta/e^{\kappa x}$, so the growing term equals an arbitrary $\delta>0$.

## A decay bound set by the weakest screening

The main theorem reads: for $\kappa>0$, $g\ge\kappa^2$ on $x>0$ and a screened potential $u$, the bound $|u(x)|\le|u(0)|e^{-\kappa x}$ holds at every $x\ge0$. The best rate it offers is the square root of the infimum of $g$.

```lean
/-- Screening in an inhomogeneous gas: if the local strength satisfies `g ≥ κ²` with `κ > 0`,
a bounded screened potential decays at least as fast as `exp (-κ x)` from its surface value. -/
theorem abs_le_exp_decay {κ : ℝ} {g u : ℝ → ℝ} (hκ : 0 < κ)
    (hg : ∀ x, 0 < x → κ ^ 2 ≤ g x) (h : ScreenedPotential g u) {x : ℝ} (hx : 0 ≤ x) :
    |u x| ≤ |u 0| * Real.exp (-κ * x) := by
  obtain ⟨hc, ⟨M, hM⟩, u', hu⟩ := h
  -- the comparison principle applies to both `u` and `-u`
  have hup := le_exp_of_curvature hκ (abs_nonneg (u 0)) hc
    (fun y hy => (le_abs_self _).trans (hM y hy)) (le_abs_self _)
    (fun y hy => (hu y hy).1) (fun y hy => (hu y hy).2)
    (fun y hy hp => mul_le_mul_of_nonneg_right (hg y hy) hp.le) hx
  have hdown := le_exp_of_curvature (v := fun y => -u y) hκ (abs_nonneg (u 0)) hc.neg
    (fun y hy => (neg_le_abs _).trans (hM y hy)) (neg_le_abs _)
    (fun y hy => (hu y hy).1.fun_neg) (fun y hy => (hu y hy).2.fun_neg)
    (fun y hy hp => by
      have := mul_le_mul_of_nonneg_right (hg y hy) hp.le
      linarith) hx
  exact abs_le.mpr ⟨by linarith, hup⟩
```

The terms `hup` and `hdown` are the comparisons for $u$ and $-u$, and `abs_le` joins them.

## Sign, order and the lower bound

Positivity is the comparison for $-u$ with $A=0$, entered as `le_rfl`.

```lean
/-- If `g ≥ κ²` with `κ > 0`, a bounded screened potential with nonnegative surface value is
nonnegative at every `x ≥ 0`. -/
theorem nonneg_of_surface {κ : ℝ} {g u : ℝ → ℝ} (hκ : 0 < κ)
    (hg : ∀ x, 0 < x → κ ^ 2 ≤ g x) (h : ScreenedPotential g u) (h0 : 0 ≤ u 0)
    {x : ℝ} (hx : 0 ≤ x) : 0 ≤ u x := by
  obtain ⟨hc, ⟨M, hM⟩, u', hu⟩ := h
  have hdown := le_exp_of_curvature (v := fun y => -u y) hκ le_rfl hc.neg
    (fun y hy => (neg_le_abs _).trans (hM y hy)) (neg_nonpos.mpr h0)
    (fun y hy => (hu y hy).1.fun_neg) (fun y hy => (hu y hy).2.fun_neg)
    (fun y hy hp => by
      have := mul_le_mul_of_nonneg_right (hg y hy) hp.le
      linarith) hx
  linarith
```

For two profiles, `hpos` first secures $u_2\ge0$. This serves twice: it bounds $u_1-u_2$ above by `M`, and it gives the term $(g_1-g_2)u_2$ its sign, which is the inequality `a`.

```lean
/-- Stronger screening gives a smaller potential: let `u₁` and `u₂` be bounded screened potentials
for the strengths `g₁` and `g₂`. If `κ² ≤ g₂ ≤ g₁` with `κ > 0`, and the surface values satisfy
`u₁ 0 ≤ u₂ 0` and `0 ≤ u₂ 0`, then `u₁ ≤ u₂` on `x ≥ 0`. -/
theorem potential_antitone {κ : ℝ} {g₁ g₂ u₁ u₂ : ℝ → ℝ} (hκ : 0 < κ)
    (hg₂ : ∀ x, 0 < x → κ ^ 2 ≤ g₂ x) (hg : ∀ x, 0 < x → g₂ x ≤ g₁ x)
    (h₁ : ScreenedPotential g₁ u₁) (h₂ : ScreenedPotential g₂ u₂)
    (h0 : 0 ≤ u₂ 0) (h12 : u₁ 0 ≤ u₂ 0) {x : ℝ} (hx : 0 ≤ x) : u₁ x ≤ u₂ x := by
  have hpos : ∀ y, 0 ≤ y → 0 ≤ u₂ y := fun y hy => nonneg_of_surface hκ hg₂ h₂ h0 hy
  obtain ⟨hc₁, ⟨M, hM⟩, u₁', hu₁⟩ := h₁
  obtain ⟨hc₂, -, u₂', hu₂⟩ := h₂
  have hdiff := le_exp_of_curvature (v := fun y => u₁ y - u₂ y) (M := M) hκ le_rfl
    (hc₁.sub hc₂)
    (fun y hy => by linarith [le_abs_self (u₁ y), hM y hy, hpos y hy])
    (sub_nonpos.mpr h12)
    (fun y hy => (hu₁ y hy).1.fun_sub (hu₂ y hy).1)
    (fun y hy => (hu₁ y hy).2.fun_sub (hu₂ y hy).2)
    (fun y hy hp => by
      have a := mul_nonneg (sub_nonneg.mpr (hg y hy)) (hpos y hy.le)
      have b := mul_le_mul_of_nonneg_right ((hg₂ y hy).trans (hg y hy)) hp.le
      linarith) hx
  linarith
```

For the lower bound, `hexp` verifies that $u(0)e^{-Kx}$ is a screened potential of the homogeneous gas with strength $K^2$. The ordering theorem then applies with that gas as the more strongly screening one.

```lean
/-- If `κ² ≤ g ≤ K²` with `κ > 0` and `K ≥ 0`, a bounded screened potential with nonnegative surface
value is at least `u 0 * exp (-K x)` at every `x ≥ 0`. -/
theorem exp_decay_le {κ K : ℝ} {g u : ℝ → ℝ} (hκ : 0 < κ) (hK : 0 ≤ K)
    (hg : ∀ x, 0 < x → κ ^ 2 ≤ g x) (hgK : ∀ x, 0 < x → g x ≤ K ^ 2)
    (h : ScreenedPotential g u) (h0 : 0 ≤ u 0) {x : ℝ} (hx : 0 ≤ x) :
    u 0 * Real.exp (-K * x) ≤ u x := by
  -- compare with the homogeneous gas of strength `K²`
  have hexp : ScreenedPotential (fun _ => K ^ 2) (fun y => u 0 * Real.exp (-K * y)) := by
    refine ⟨Continuous.continuousOn (by fun_prop), ⟨u 0, fun y hy => ?_⟩,
      fun y => u 0 * (-K * Real.exp (-K * y)), fun y _ => ⟨?_, ?_⟩⟩
    · rw [abs_of_nonneg (mul_nonneg h0 (Real.exp_pos _).le)]
      exact mul_le_of_le_one_right h0
        (Real.exp_le_one_iff.mpr (by linarith [mul_nonneg hK hy]))
    · exact (hasDerivAt_exp_mul (-K) y).const_mul (u 0)
    · exact (((hasDerivAt_exp_mul (-K) y).const_mul (-K)).const_mul (u 0)).congr_deriv
        (by ring)
  exact potential_antitone hκ hg hgK hexp h h0 (by simp) hx
```

## An algebraic tail where the screening fades

The last theorem has two parts: $1/(1+x)$ is a screened potential for $g=2/(1+x)^2$, and for every $\kappa>0$ and every real $C$ it exceeds $Ce^{-\kappa x}$ somewhere on $x\ge0$. Physically, the local screening length $(1+x)/\sqrt2$ grows without limit with depth.

```lean
/-- The strength `2 / (1 + x)²` admits the bounded screened potential `1 / (1 + x)`, which no
decaying exponential bounds on `x ≥ 0`. -/
theorem algebraic_tail :
    ScreenedPotential (fun x => 2 / (1 + x) ^ 2) (fun x => 1 / (1 + x)) ∧
      ∀ κ C : ℝ, 0 < κ → ∃ x, 0 ≤ x ∧ C * Real.exp (-κ * x) < 1 / (1 + x) := by
  constructor
  · refine ⟨?_, ⟨1, fun x hx => ?_⟩, fun x => -1 / ((1 + x) * (1 + x)), fun x hx => ?_⟩
    · refine continuousOn_const.div (Continuous.continuousOn (by fun_prop)) fun x hx => ?_
      have hx' : (0 : ℝ) ≤ x := hx
      positivity
    · rw [abs_of_nonneg (by positivity), div_le_one (by positivity)]
      linarith
    · have hne : 1 + x ≠ 0 := by positivity
      have hd := (hasDerivAt_id' x).const_add 1
      constructor
      · exact ((hasDerivAt_const x (1 : ℝ)).fun_div hd hne).congr_deriv (by ring)
      · exact ((hasDerivAt_const x (-1 : ℝ)).fun_div (hd.fun_mul hd)
          (mul_ne_zero hne hne)).congr_deriv (by field_simp; ring)
  · intro κ C hκ
    obtain ⟨x, hx1, hx2⟩ : ∃ x : ℝ, 1 ≤ x ∧ 4 * |C| ≤ κ ^ 2 * x := by
      have hq : 0 ≤ 4 * |C| / κ ^ 2 := by positivity
      refine ⟨1 + 4 * |C| / κ ^ 2, by linarith, ?_⟩
      have e : κ ^ 2 * (1 + 4 * |C| / κ ^ 2) = κ ^ 2 + 4 * |C| := by
        field_simp
      linarith [sq_nonneg κ]
    have hx : 0 ≤ x := by linarith
    -- the exponential outgrows every linear function
    have key : C * (1 + x) < Real.exp (κ * x) := by
      have a := mul_le_mul_of_nonneg_right (le_abs_self C) (by linarith : 0 ≤ 1 + x)
      have b := mul_le_mul_of_nonneg_left hx1 (abs_nonneg C)
      have c := mul_le_mul_of_nonneg_right hx2 hx
      have d := Real.quadratic_le_exp_of_nonneg (mul_nonneg hκ.le hx)
      have p := mul_nonneg hκ.le hx
      nlinarith
    refine ⟨x, hx, ?_⟩
    rw [lt_div_iff₀ (by linarith)]
    calc C * Real.exp (-κ * x) * (1 + x) = C * (1 + x) * Real.exp (-κ * x) := by ring
      _ < Real.exp (κ * x) * Real.exp (-κ * x) :=
        mul_lt_mul_of_pos_right key (Real.exp_pos _)
      _ = 1 := by
        rw [← Real.exp_add, show κ * x + -κ * x = 0 by ring, Real.exp_zero]

end InhomogeneousScreening
```

The first part checks the two derivatives by the quotient rule. In the second, `Real.quadratic_le_exp_of_nonneg` provides the quadratic lower bound on the exponential, and `key` is the inequality $C(1+x)<e^{\kappa x}$ derived above.

```lean
#print axioms InhomogeneousScreening.abs_le_exp_decay
#print axioms InhomogeneousScreening.exp_decay_le
#print axioms InhomogeneousScreening.algebraic_tail
```

```
'InhomogeneousScreening.abs_le_exp_decay' depends on axioms: [propext, Classical.choice, Quot.sound]
'InhomogeneousScreening.exp_decay_le' depends on axioms: [propext, Classical.choice, Quot.sound]
'InhomogeneousScreening.algebraic_tail' depends on axioms: [propext, Classical.choice, Quot.sound]
```
